# The nearest-neighbour hopping Hamiltonian of an open chain gives −t times the sum of the neighbouring amplitudes

The model is one particle on a finite open chain of `n` sites, with zero on-site energy and real hopping amplitude −t between nearest neighbours. The declaration `openChain_mulVec` takes a real function `f`, not necessarily normalised, that vanishes at the fictitious sites 0 and n + 1, and puts the amplitude `f (j + 1)` on the site with index `j`, counted from zero. It states that the Hamiltonian matrix applied to this vector has the entry −t (f(i) + f(i + 2)) at index `i`. The proof writes the entry as a sum over `Finset.range n`, splits each term into a right-neighbour and a left-neighbour part, and evaluates the two sums separately, using the zeros of `f` at the ends of the chain.

Lean 4 with Mathlib refuses this proof:

```lean
import Mathlib

open Real Matrix Filter Topology

namespace OpenChainMulVec

noncomputable section

/-- The Hamiltonian of the open chain of `n` sites: hopping `-t` between neighbouring sites
and zero on-site energy. -/
def openChain (n : ℕ) (t : ℝ) : Matrix (Fin n) (Fin n) ℝ :=
  Matrix.of fun i j => if (i : ℕ) + 1 = (j : ℕ) ∨ (j : ℕ) + 1 = (i : ℕ) then -t else 0

/-- On an amplitude `f` that vanishes at the fictitious sites `0` and `n + 1`, the Hamiltonian
gives `-t` times the sum of the amplitudes on the two neighbouring sites. -/
theorem openChain_mulVec (n : ℕ) (t : ℝ) (f : ℕ → ℝ) (h0 : f 0 = 0) (hn : f (n + 1) = 0)
    (i : Fin n) :
    (openChain n t *ᵥ fun j : Fin n => f ((j : ℕ) + 1)) i
      = -t * (f (i : ℕ) + f ((i : ℕ) + 2)) := by
  obtain ⟨i, hi⟩ := i
  change _ = -t * (f i + f (i + 2))
  have e : (openChain n t *ᵥ fun j : Fin n => f ((j : ℕ) + 1)) ⟨i, hi⟩
      = ∑ j ∈ Finset.range n, (if i + 1 = j ∨ j + 1 = i then -t else 0) * f (j + 1) :=
    Fin.sum_univ_eq_sum_range
      (fun j : ℕ => (if i + 1 = j ∨ j + 1 = i then -t else 0) * f (j + 1)) n
  -- separate the right and the left neighbour
  have hsplit : ∀ j ∈ Finset.range n,
      (if i + 1 = j ∨ j + 1 = i then -t else 0) * f (j + 1)
        = (if j = i + 1 then -t * f (i + 2) else 0) + (if j + 1 = i then -t * f i else 0) := by
    intro j _
    by_cases h1 : j = i + 1
    · have h2 : ¬ (j + 1 = i) := by omega
      simp [h1]
    · have h3 : ¬ (i + 1 = j) := by omega
      by_cases h2 : j + 1 = i
      · simp [h1, h2]
      · simp [h1, h2, h3]
  have hright : ∑ j ∈ Finset.range n, (if j = i + 1 then -t * f (i + 2) else 0)
      = -t * f (i + 2) := by
    rw [Finset.sum_ite_eq']
    split_ifs with h
    · rfl
    · have h' : i + 2 = n + 1 := by
        rw [Finset.mem_range] at h
        omega
      rw [h', hn, mul_zero]
  have hleft : ∑ j ∈ Finset.range n, (if j + 1 = i then -t * f i else 0) = -t * f i := by
    cases i with
    | zero => simp [h0]
    | succ m =>
      rw [Finset.sum_eq_single m]
      · simp
      · intro b _ hb
        exact if_neg (by omega)
      · intro h
        exact absurd (Finset.mem_range.2 (by omega)) h
  rw [e, Finset.sum_congr rfl hsplit, Finset.sum_add_distrib, hright, hleft]
  ring

end

end OpenChainMulVec
```

Messages:

```
Main.lean:32:4: error: unsolved goals
case pos
n : ℕ
t : ℝ
f : ℕ → ℝ
h0 : f 0 = 0
hn : f (n + 1) = 0
i : ℕ
hi : i < n
e :
  (openChain n t *ᵥ fun j => f (↑j + 1)) ⟨i, hi⟩ =
    ∑ j ∈ Finset.range n, (if i + 1 = j ∨ j + 1 = i then -t else 0) * f (j + 1)
j : ℕ
a✝ : j ∈ Finset.range n
h1 : j = i + 1
h2 : ¬j + 1 = i
⊢ i + 1 + 1 = i → t = 0 ∨ f i = 0
```

The error lies in `hsplit`, in the case `j = i + 1`, where only the right-neighbour part should survive. There `simp [h1]` replaces `j` by `i + 1` and settles the right-neighbour part, but the left-neighbour part is still an `if` with the condition `i + 1 + 1 = i`. `simp` does not refute this condition, so it leaves the goal that, if the condition held, `t = 0` or `f i = 0`.

The condition is false, and `h2` says so, but `h2` was not passed to `simp`. It is also stated as `¬j + 1 = i`, in terms of `j`, while the remaining goal speaks of `i + 1`.

The repair deals with both points. `subst h1` replaces `j` by `i + 1` throughout, in `h2` as well as in the goal, so that `h2` now denies exactly `i + 1 + 1 = i`. `simp [h2]` can then reduce the left-neighbour part to zero and close the case.

The change, after which it compiles:

```diff
@@ -31,5 +31,6 @@
     by_cases h1 : j = i + 1
     · have h2 : ¬ (j + 1 = i) := by omega
-      simp [h1]
+      subst h1
+      simp [h2]
     · have h3 : ¬ (i + 1 = j) := by omega
       by_cases h2 : j + 1 = i
```
